# The zero-energy WKB phase of an attractive $R^{-n}$ tail is finite at long range exactly when $n>2$

Let two fragments of reduced mass $\mu>0$ attract each other through $V(R)=-CR^{-n}$, with $C>0$ and $n>0$, at separations $R$ beyond some $R_0>0$. Their classical momentum at zero energy, $p(R)=\sqrt{-2\mu V(R)}$, is integrable on $(R_0,\infty)$ if and only if $n>2$, and then

$$\int_{R_0}^{\infty}p(x)\,dx=\sqrt{2\mu C}\;\frac{R_0^{\,1-n/2}}{n/2-1}.$$

In units with $2\mu=1$ the integrand is $\sqrt{CR^{-n}}$. Divided by $\pi\hbar$, the integral is the semiclassical number of vibrational levels that the tail contributes. In this one-dimensional, single-channel model, a van der Waals tail ($n=6$) therefore contributes a finite number and an ion-pair tail ($n=1$) an unbounded one.

## From the momentum to the level count

On the tail, $-2\mu V(R)=2\mu C\,R^{-n}$, so

$$p(R)=\sqrt{2\mu C}\,R^{-n/2}.$$

Integrating from $R_0$ to a finite $R\ge R_0$ gives the action

$$S(R)=\int_{R_0}^{R}p(x)\,dx=\begin{cases}\sqrt{2\mu C}\,\dfrac{R^{1-n/2}-R_0^{1-n/2}}{1-n/2}, & n\neq2,\\[2ex]\sqrt{2\mu C}\,\ln(R/R_0), & n=2.\end{cases}$$

If $n>2$, the exponent $1-n/2$ is negative, $R^{1-n/2}\to0$, and $S(R)$ tends to the value stated above. If $n<2$, the exponent is positive and $S(R)$ grows as a power of $R$. At $n=2$ it grows logarithmically. Since $p\ge0$, integrability on $(R_0,\infty)$ is the same as boundedness of $S$, which gives the equivalence.

A potential need not be a pure power for the conclusion to hold. Let $V$ be continuous on $[R_0,\infty)$, and set $p=0$ where $V>0$. If $V(x)\ge-Cx^{-n}$ for all $x\ge R_0$, then the momentum in $V$ is at most that of the tail. For $n>2$ its action is nondecreasing and bounded, so it converges. If instead $V(x)\le-Cx^{-n}$ with $n\le2$, the momentum is at least that of the tail, and the action diverges. For $V=-C/R$ the tail's action is $2\sqrt{2\mu C}\,(\sqrt R-\sqrt{R_0})$, which has no upper bound.

## Potential, momentum and count as Lean functions

```lean
import Mathlib

open MeasureTheory Set Filter Topology

namespace LongRangeLevelCount

noncomputable section
```

The exponent `n` is a real number, and the power is Mathlib's real power. The theorems use the tail only at positive separations.

```lean
/-- The power-law tail `V(R) = -C R^(-n)`, for separations `R > 0`; it is attractive when `C > 0`
and `n > 0`. -/
def tailPotential (C n R : ℝ) : ℝ := -C * R ^ (-n)
```

The next definition takes the momentum at zero energy, which is the dissociation limit when the potential vanishes at infinity. The theorems also admit $n\le0$, where the tail neither attracts nor vanishes at infinity.

```lean
/-- The local classical momentum `√(-2μV(R))` at zero energy, for `μ > 0`; it is set to zero where
`V` is positive. -/
def thresholdMomentum (μ : ℝ) (V : ℝ → ℝ) (R : ℝ) : ℝ := √(-(2 * μ * V R))
```

The momentum is defined for any potential `V : ℝ → ℝ`. Lean's real square root returns zero for a negative argument, which supplies the convention for classically forbidden regions.

```lean
/-- The semiclassical number of levels supported between `R0` and `R`: the zero-energy
WKB phase integral divided by `π ħ`, for `ħ > 0`. -/
def levelCount (hbar μ : ℝ) (V : ℝ → ℝ) (R0 R : ℝ) : ℝ :=
  (∫ x in R0..R, thresholdMomentum μ V x) / (Real.pi * hbar)
```

`levelCount` is a real number, $S(R)/(\pi\hbar)$. It is not rounded to an integer, contains no turning-point correction, and counts only the phase accumulated outside $R_0$.

## The power-law momentum and its integral

The first lemma is the formula for $p(R)$. It writes $R^{-n}$ as $(R^{-n/2})^2$ and takes the square root, using $R>0$.

```lean
variable {hbar μ C n R0 R : ℝ} {V W : ℝ → ℝ}

/-- On the tail `-C R^(-n)` the zero-energy momentum is `√(2μC) R^(-n/2)`. -/
theorem thresholdMomentum_tail (hμ : 0 < μ) (hC : 0 < C) (hR : 0 < R) :
    thresholdMomentum μ (tailPotential C n) R = √(2 * μ * C) * R ^ (-(n / 2)) := by
  have h : R ^ (-n) = (R ^ (-(n / 2))) ^ 2 := by
    rw [← Real.rpow_natCast, ← Real.rpow_mul hR.le]
    congr 1
    push_cast
    ring
  have h2 : -(2 * μ * (-C * R ^ (-n))) = 2 * μ * C * (R ^ (-(n / 2))) ^ 2 := by
    rw [h]; ring
  unfold thresholdMomentum tailPotential
  rw [h2, Real.sqrt_mul (show 0 ≤ 2 * μ * C by positivity),
    Real.sqrt_sq (Real.rpow_nonneg hR.le _)]
```

The equivalence follows by replacing the integrand with this power law on `Ioi R0`, the interval $(R_0,\infty)$, and removing the nonzero constant $\sqrt{2\mu C}$. Mathlib's criterion says that $x^a$ is integrable there exactly when $a<-1$. With $a=-n/2$ this is $n>2$.

```lean
/-- The zero-energy WKB integrand of the tail `-C R^(-n)` is integrable out to infinite
separation if and only if `n > 2`. -/
theorem integrableOn_thresholdMomentum_iff (hμ : 0 < μ) (hC : 0 < C) (hR0 : 0 < R0) :
    IntegrableOn (thresholdMomentum μ (tailPotential C n)) (Ioi R0) ↔ 2 < n := by
  have hk : 0 < √(2 * μ * C) := Real.sqrt_pos.2 (by positivity)
  have h1 : IntegrableOn (thresholdMomentum μ (tailPotential C n)) (Ioi R0) ↔
      IntegrableOn (fun x : ℝ => √(2 * μ * C) * x ^ (-(n / 2))) (Ioi R0) :=
    integrableOn_congr_fun
      (fun x hx => thresholdMomentum_tail hμ hC (lt_trans hR0 hx)) measurableSet_Ioi
  have h2 : IntegrableOn (fun x : ℝ => √(2 * μ * C) * x ^ (-(n / 2))) (Ioi R0) ↔
      IntegrableOn (fun x : ℝ => x ^ (-(n / 2))) (Ioi R0) :=
    integrable_const_mul_iff (IsUnit.mk0 _ hk.ne') _
  rw [h1, h2, integrableOn_Ioi_rpow_iff hR0]
  constructor <;> intro h <;> linarith
```

The value comes from the same substitution and the improper integral of a power; the remaining steps only rearrange signs.

```lean
/-- For `n > 2` the zero-energy WKB integral over the whole tail equals
`√(2μC) R0^(1-n/2) / (n/2-1)`. -/
theorem integral_thresholdMomentum (hμ : 0 < μ) (hC : 0 < C) (hR0 : 0 < R0) (hn : 2 < n) :
    ∫ x in Ioi R0, thresholdMomentum μ (tailPotential C n) x =
      √(2 * μ * C) * R0 ^ (1 - n / 2) / (n / 2 - 1) := by
  rw [setIntegral_congr_fun measurableSet_Ioi
      (fun x hx => thresholdMomentum_tail hμ hC (lt_trans hR0 hx)),
    integral_const_mul, integral_Ioi_rpow_of_lt (by linarith) hR0,
    show -(n / 2) + 1 = 1 - n / 2 by ring, show n / 2 - 1 = -(1 - n / 2) by ring, div_neg]
  ring
```

## Action over a finite range

The next two theorems are the two cases of $S(R)$. The power rule is used in the form that assumes an exponent other than $-1$ and an interval that avoids the origin; `hne` and `h0` provide these.

```lean
/-- For `n ≠ 2` the zero-energy action of the tail between `R0` and `R` is `√(2μC) (R^(1-n/2) -
R0^(1-n/2)) / (1-n/2)`. -/
theorem action_of_ne_two (hμ : 0 < μ) (hC : 0 < C) (hR0 : 0 < R0) (hR : R0 ≤ R)
    (hn : n ≠ 2) :
    ∫ x in R0..R, thresholdMomentum μ (tailPotential C n) x =
      √(2 * μ * C) * ((R ^ (1 - n / 2) - R0 ^ (1 - n / 2)) / (1 - n / 2)) := by
  have h0 : (0 : ℝ) ∉ uIcc R0 R := by
    intro h
    rw [uIcc_of_le hR] at h
    exact absurd h.1 (not_le.2 hR0)
  have hne : -(n / 2) ≠ -1 := fun h => hn (by linarith)
  have hc : EqOn (thresholdMomentum μ (tailPotential C n))
      (fun x : ℝ => √(2 * μ * C) * x ^ (-(n / 2))) (uIcc R0 R) := by
    intro x hx
    rw [uIcc_of_le hR] at hx
    exact thresholdMomentum_tail hμ hC (lt_of_lt_of_le hR0 hx.1)
  rw [intervalIntegral.integral_congr hc, intervalIntegral.integral_const_mul,
    integral_rpow (Or.inr ⟨hne, h0⟩), show -(n / 2) + 1 = 1 - n / 2 by ring]
```

For $n=2$ the integrand is a constant times $x^{-1}$, and the logarithm appears.

```lean
/-- For the inverse-square tail the zero-energy action grows as `log (R / R0)`. -/
theorem action_two (hμ : 0 < μ) (hC : 0 < C) (hR0 : 0 < R0) (hR : R0 ≤ R) :
    ∫ x in R0..R, thresholdMomentum μ (tailPotential C 2) x =
      √(2 * μ * C) * Real.log (R / R0) := by
  have hc : EqOn (thresholdMomentum μ (tailPotential C 2))
      (fun x : ℝ => √(2 * μ * C) * x⁻¹) (uIcc R0 R) := by
    intro x hx
    rw [uIcc_of_le hR] at hx
    have h := thresholdMomentum_tail (n := 2) hμ hC (lt_of_lt_of_le hR0 hx.1)
    rw [show -((2 : ℝ) / 2) = -1 by norm_num, Real.rpow_neg_one] at h
    exact h
  rw [intervalIntegral.integral_congr hc, intervalIntegral.integral_const_mul,
    integral_inv_of_pos hR0 (lt_of_lt_of_le hR0 hR)]
```

## Comparison with other potentials

Two properties carry the result beyond pure powers: the momentum never decreases when the potential is made deeper, and it is continuous wherever the potential is.

```lean
/-- Where `W` is at least as deep as `V`, its zero-energy momentum is at least as large. -/
theorem thresholdMomentum_mono (hμ : 0 < μ) (h : W R ≤ V R) :
    thresholdMomentum μ V R ≤ thresholdMomentum μ W R := by
  have h1 := mul_le_mul_of_nonneg_left h hμ.le
  exact Real.sqrt_le_sqrt (by linarith)

/-- The zero-energy momentum is continuous wherever the potential is. -/
theorem continuousOn_thresholdMomentum {s : Set ℝ} (hV : ContinuousOn V s) :
    ContinuousOn (thresholdMomentum μ V) s :=
  Real.continuous_sqrt.comp_continuousOn (continuousOn_const.mul hV).neg
```

The convergence theorem assumes that `V` is continuous on $[R_0,\infty)$ and nowhere deeper there than a tail with $n>2$. A molecular potential that approaches $-C_6/R^6$, with $C_6>0$, meets the second condition if $C$ is taken slightly larger than $C_6$ and $R_0$ large enough.

In the proof, `Integrable.mono'` uses the tail as an integrable upper bound, with continuity supplying measurability. The finite-range integrals then tend to the integral over $(R_0,\infty)$, and monotonicity of the integral gives the explicit bound on the limit `N`.

```lean
/-- A continuous potential that is nowhere deeper than a tail `-C R^(-n)` with `n > 2` has a
convergent semiclassical level count beyond `R0`, bounded by that of the tail. -/
theorem levelCount_converges (hh : 0 < hbar) (hμ : 0 < μ) (hC : 0 < C) (hR0 : 0 < R0)
    (hn : 2 < n) (hV : ContinuousOn V (Ici R0)) (hle : ∀ x ≥ R0, tailPotential C n x ≤ V x) :
    ∃ N, Tendsto (levelCount hbar μ V R0) atTop (𝓝 N) ∧
      N ≤ √(2 * μ * C) * R0 ^ (1 - n / 2) / (n / 2 - 1) / (Real.pi * hbar) := by
  have hp : 0 < Real.pi * hbar := mul_pos Real.pi_pos hh
  have hg := (integrableOn_thresholdMomentum_iff (n := n) hμ hC hR0).2 hn
  have hm : ∀ x ∈ Ioi R0,
      thresholdMomentum μ V x ≤ thresholdMomentum μ (tailPotential C n) x :=
    fun x hx => thresholdMomentum_mono hμ (hle x (le_of_lt hx))
  -- domination by the integrable tail
  have hf : IntegrableOn (thresholdMomentum μ V) (Ioi R0) := by
    refine Integrable.mono' hg (((continuousOn_thresholdMomentum hV).mono
      Ioi_subset_Ici_self).aestronglyMeasurable measurableSet_Ioi) ?_
    filter_upwards [ae_restrict_mem measurableSet_Ioi] with x hx
    rw [Real.norm_of_nonneg (show 0 ≤ thresholdMomentum μ V x from Real.sqrt_nonneg _)]
    exact hm x hx
  refine ⟨(∫ x in Ioi R0, thresholdMomentum μ V x) / (Real.pi * hbar),
    (intervalIntegral_tendsto_integral_Ioi R0 hf tendsto_id).div_const _, ?_⟩
  rw [← integral_thresholdMomentum hμ hC hR0 hn]
  exact div_le_div_of_nonneg_right (setIntegral_mono_on hf hg measurableSet_Ioi hm) hp.le
```

The divergence theorem reverses the inequality and takes $n\le2$. Its first part, `hpure`, treats the pure tail, using the logarithm at $n=2$ and the growing power for $n<2$. The closed forms hold for $R\ge R_0$, which is enough for a limit at infinity. The second part compares the actions of `V` and the tail on each finite interval, so that the larger count is driven to infinity as well.

```lean
/-- A continuous potential at least as deep as a tail `-C R^(-n)` with `n ≤ 2` has a
semiclassical level count that grows without bound. -/
theorem levelCount_diverges (hh : 0 < hbar) (hμ : 0 < μ) (hC : 0 < C) (hR0 : 0 < R0)
    (hn : n ≤ 2) (hV : ContinuousOn V (Ici R0)) (hle : ∀ x ≥ R0, V x ≤ tailPotential C n x) :
    Tendsto (levelCount hbar μ V R0) atTop atTop := by
  have hp : 0 < Real.pi * hbar := mul_pos Real.pi_pos hh
  have hk : 0 < √(2 * μ * C) := Real.sqrt_pos.2 (by positivity)
  -- the pure tail diverges, logarithmically or as a power
  have hpure : Tendsto (levelCount hbar μ (tailPotential C n) R0) atTop atTop := by
    rcases eq_or_lt_of_le hn with rfl | hlt
    · have h := ((Real.tendsto_log_atTop.comp
        (tendsto_id.atTop_div_const hR0)).const_mul_atTop hk).atTop_div_const hp
      refine h.congr' ?_
      filter_upwards [eventually_ge_atTop R0] with R hR
      unfold levelCount
      rw [action_two hμ hC hR0 hR]
      rfl
    · have ha : 0 < 1 - n / 2 := by linarith
      have h := (((tendsto_atTop_add_const_right atTop (-R0 ^ (1 - n / 2))
        (tendsto_rpow_atTop ha)).atTop_div_const ha).const_mul_atTop hk).atTop_div_const hp
      refine h.congr' ?_
      filter_upwards [eventually_ge_atTop R0] with R hR
      unfold levelCount
      rw [action_of_ne_two hμ hC hR0 hR hlt.ne, sub_eq_add_neg (R ^ (1 - n / 2))]
  have hT : ContinuousOn (tailPotential C n) (Ici R0) :=
    continuousOn_const.mul (continuousOn_id.rpow_const
      fun x hx => Or.inl (lt_of_lt_of_le hR0 hx).ne')
  -- the deeper potential accumulates at least as much phase
  refine tendsto_atTop_mono' atTop ?_ hpure
  filter_upwards [eventually_ge_atTop R0] with R hR
  refine div_le_div_of_nonneg_right (intervalIntegral.integral_mono_on hR
    (((continuousOn_thresholdMomentum hT).mono Icc_subset_Ici_self).intervalIntegrable_of_Icc hR)
    (((continuousOn_thresholdMomentum hV).mono Icc_subset_Ici_self).intervalIntegrable_of_Icc hR)
    fun x hx => thresholdMomentum_mono hμ (hle x hx.1)) hp.le
```

The marginal case shows a limitation of the semiclassical count. For an inverse-square tail the Schrödinger equation has infinitely many bound levels only if $2\mu C/\hbar^2>1/4$, whereas the count diverges for every $C>0$. That threshold comes from quantum mechanics proper; the theorems here concern the phase integral and do not count eigenvalues.

## The ion-pair potential

For `fun R => -C / R` the divergence theorem applies with $n=1$. The potential is continuous away from the origin and equals the tail, since $R^{-1}=1/R$. The model treats the ion-pair curve as a single channel, without coupling to covalent states.

```lean
/-- The ion-pair potential `-C/R` has an unbounded semiclassical level count. -/
theorem ionPair_levelCount_diverges (hh : 0 < hbar) (hμ : 0 < μ) (hC : 0 < C)
    (hR0 : 0 < R0) :
    Tendsto (levelCount hbar μ (fun R => -C / R) R0) atTop atTop := by
  refine levelCount_diverges (n := 1) hh hμ hC hR0 (by norm_num)
    (continuousOn_const.div continuousOn_id fun x hx => (lt_of_lt_of_le hR0 hx).ne') ?_
  intro x _
  unfold tailPotential
  rw [Real.rpow_neg_one, div_eq_mul_inv]

end

end LongRangeLevelCount
```

```lean
#print axioms LongRangeLevelCount.thresholdMomentum_tail
#print axioms LongRangeLevelCount.levelCount_converges
#print axioms LongRangeLevelCount.ionPair_levelCount_diverges
```

```
'LongRangeLevelCount.thresholdMomentum_tail' depends on axioms: [propext, Classical.choice, Quot.sound]
'LongRangeLevelCount.levelCount_converges' depends on axioms: [propext, Classical.choice, Quot.sound]
'LongRangeLevelCount.ionPair_levelCount_diverges' depends on axioms: [propext, Classical.choice, Quot.sound]
```
